# Amplitudes for exchanging n and −n photons, as Fourier coefficients of exp(i x sin t), differ only by the factor (−1)ⁿ

An electron in an oscillating field is given the phase factor exp(i x sin t), with real coupling strength x and optical phase t. The amplitude for net exchange of n photons is defined as the n-th Fourier coefficient of this factor, that is, 1/(2π) times the integral of exp(−i n t) exp(i x sin t) over one period. The lemma says that for every real x and every integer n, the amplitude for −n equals (−1)ⁿ times the amplitude for n. The attempt reflects the phase, t ↦ π − t, which leaves sin t unchanged and brings out the sign, and then uses periodicity to move the integral back to the interval from 0 to 2π.

Lean 4 with Mathlib refuses this proof:

```lean
import Mathlib

open Complex MeasureTheory
open scoped Real

namespace KrollWatsonSumRules

noncomputable section

/-- The phase factor `exp(i x sin t)` of an electron in an oscillating field, with coupling
strength `x` and optical phase `t`. -/
def dressedPhase (x t : ℝ) : ℂ := Complex.exp (I * ((x * Real.sin t : ℝ) : ℂ))

/-- The `n`-th Fourier coefficient of a signal `g` over one optical period `2π`. -/
def harmonic (g : ℝ → ℂ) (n : ℤ) : ℂ :=
  ((2 * π : ℝ) : ℂ)⁻¹ * ∫ t in (0 : ℝ)..(2 * π), Complex.exp (-(I * n * t)) * g t

/-- The amplitude for net exchange of `n` photons: the `n`-th Fourier coefficient of the
dressed phase. -/
def photonAmplitude (x : ℝ) (n : ℤ) : ℂ := harmonic (dressedPhase x) n

/-- Amplitudes for opposite photon numbers differ only by the sign `(-1)^n`. -/
theorem photonAmplitude_neg (x : ℝ) (n : ℤ) :
    photonAmplitude x (-n) = (-1) ^ n * photonAmplitude x n := by
  let h : ℝ → ℂ := fun t => Complex.exp (-(I * n * t)) * dressedPhase x t
  have hper : Function.Periodic h (2 * π) := by
    intro t
    have e : Complex.exp (-(I * n * ((t + 2 * π : ℝ) : ℂ))) = Complex.exp (-(I * n * t)) := by
      rw [← mul_one (Complex.exp (-(I * n * t))), ← Complex.exp_int_mul_two_pi_mul_I (-n),
        ← Complex.exp_add]
      congr 1
      push_cast
      ring
    simp only [h, dressedPhase, Real.sin_add_two_pi, e]
  -- reflect the optical phase, `t ↦ π - t`, which leaves `sin t` unchanged
  have pt : ∀ t : ℝ, Complex.exp (-(I * (-n : ℤ) * t)) * dressedPhase x t
      = (-1) ^ n * h (π - t) := by
    intro t
    simp only [h, dressedPhase, Real.sin_pi_sub]
    rw [← Complex.exp_pi_mul_I, ← Complex.exp_int_mul, ← mul_assoc, ← Complex.exp_add]
    congr 2
    push_cast
    ring
  have e := hper.intervalIntegral_add_eq (-π) 0
  rw [show -π + 2 * π = π by ring, zero_add] at e
  simp only [photonAmplitude, harmonic, pt]
  rw [intervalIntegral.integral_const_mul, intervalIntegral.integral_comp_sub_left h π,
    show π - 2 * π = -π by ring, sub_zero, e]
  ring

end

end KrollWatsonSumRules
```

The error:

```
Try this:
  [apply] ring_nf
  
  The `ring` tactic failed to close the goal. Use `ring_nf` to obtain a normal form.
    
  Note that `ring` works primarily in *commutative* rings. If you have a noncommutative ring, abelian group or module, consider using `noncomm_ring`, `abel` or `module` instead.
Main.lean:37:32: error: unsolved goals
x : ℝ
n : ℤ
h : ℝ → ℂ := fun t => cexp (-(I * ↑n * ↑t)) * dressedPhase x t
hper : Function.Periodic h (2 * π)
t : ℝ
⊢ cexp (I * ↑n * ↑t + I * ↑x * sin ↑t) = cexp (I * ↑n * ↑π) * cexp (I * ↑n * ↑t - I * ↑n * ↑π) * cexp (I * ↑x * sin ↑t)
```

The error is in `pt`, the pointwise identity behind the reflection. Lean reports that `ring` did not close the goal, and the goal it prints is true: a single exponential on the left, a product of three on the right. To see that they agree one needs the law exp(a) exp(b) = exp(a + b), which `ring` does not know.

The rewrite `← Complex.exp_add` was meant to supply that law on the right. But the left side was also a product of two exponentials, and the rewrite merged that pair instead. With a lone exponential facing a product, `congr 2` could not reduce the goal to an equation between exponents.

The repair first proves `e`, which leaves out the common factor exp(i x sin t). Now the only product of exponentials is on the right, so `← Complex.exp_add` merges the intended pair, `congr 1` leaves an equation between exponents, and `ring` proves it after `push_cast`. Back in the full identity, `rw [e]` puts this in, and the two sides then differ only in bracketing, which `mul_assoc` settles.

Lean accepts the file once it reads:

```diff
@@ -37,9 +37,13 @@
       = (-1) ^ n * h (π - t) := by
     intro t
+    have e : Complex.exp (-(I * (-n : ℤ) * t))
+        = (-1) ^ n * Complex.exp (-(I * n * ((π - t : ℝ) : ℂ))) := by
+      rw [← Complex.exp_pi_mul_I, ← Complex.exp_int_mul, ← Complex.exp_add]
+      congr 1
+      push_cast
+      ring
     simp only [h, dressedPhase, Real.sin_pi_sub]
-    rw [← Complex.exp_pi_mul_I, ← Complex.exp_int_mul, ← mul_assoc, ← Complex.exp_add]
-    congr 2
-    push_cast
-    ring
+    rw [e]
+    exact mul_assoc _ _ _
   have e := hper.intervalIntegral_add_eq (-π) 0
   rw [show -π + 2 * π = π by ring, zero_add] at e
```
